# Density-density interaction equals normal-ordered interaction plus self-interaction on a finite fermionic grid

## An electron that repels itself

Write the repulsion between electrons on a grid as a sum of products of site densities, weighted by strengths \(v(x,y)\) and including the terms with \(x=y\). A single electron at a site with \(v(x,x)\ne0\) then acquires an interaction energy. At site \(x\) it is counted once in each density factor and contributes \(v(x,x)\), although there is no second electron to repel it. Placing both creators to the left of both annihilators removes this term.

## Operators and interactions

Let \(x,y\) run over a finite grid, with annihilators \(a_x\) and creators \(b_x\) satisfying

\[
a_xa_y+a_ya_x=0,\quad b_xb_y+b_yb_x=0,\quad a_xb_y+b_ya_x=\delta_{xy}.
\]

Put \(n_x=b_xa_x\). For any complex kernel \(v\), define

\[
D=\sum_{x,y}v(x,y)\,n_xn_y,\quad
N=\sum_{x,y}v(x,y)\,b_xb_ya_ya_x,\quad
S=\sum_x v(x,x)\,n_x .
\]

The result is \(D=N+S\). There is no prefactor \(\tfrac12\); a Hamiltonian that carries one multiplies all three sums by it.

## Reordering by hand

Move \(a_x\) past \(b_y\), then exchange the annihilators:

\[
\begin{aligned}
n_xn_y&=b_x(a_xb_y)a_y=b_x(\delta_{xy}-b_ya_x)a_y\\
&=\delta_{xy}\,b_xa_y-b_xb_ya_xa_y
=\delta_{xy}\,n_x+b_xb_ya_ya_x .
\end{aligned}
\]

Multiplying by \(v(x,y)\) and summing gives \(D=N+S\).

Bosons obey the same identity. With commutators in place of anticommutators, \(a_xb_y=\delta_{xy}+b_ya_x\) and \(a_xa_y=a_ya_x\), so the two minus signs above become two plus signs.

## One particle, fixed occupations, two particles

Let \(a_x\Omega=0\) for all \(x\), and let \(\psi=\sum_z f(z)\,b_z\Omega\). Since \(a_xb_z\Omega=\delta_{xz}\Omega-b_za_x\Omega=\delta_{xz}\Omega\), we have \(a_x\psi=f(x)\Omega\). A second annihilator gives zero, hence

\[
N\psi=0,\qquad D\psi=S\psi=\sum_x v(x,x)f(x)\,b_x\Omega .
\]

If instead \(n_x\Phi=c_x\Phi\) for all \(x\), then \(n_xn_y\Phi=c_xc_y\Phi\), and \(N=D-S\) gives

\[
N\Phi=\Big(\sum_{x,y}v(x,y)c_xc_y-\sum_xv(x,x)c_x\Big)\Phi .
\]

For a Slater determinant of site orbitals with this finite-grid interaction, the subtracted sum is the exchange term of Hartree-Fock theory, which here cancels exactly the self-repulsion in the Hartree term.

For two particles, first compute

\[
n_xb_z=b_x(\delta_{xz}-b_za_x)=\delta_{xz}b_z+b_zn_x .
\]

Applying this twice to \(b_zb_w\Omega\) gives \(c_x=\delta_{xz}+\delta_{xw}\). The double sum is then \(v(z,z)+v(z,w)+v(w,z)+v(w,w)\), and the subtracted sum is \(v(z,z)+v(w,w)\). What remains is the pair energy \(v(z,w)+v(w,z)\). For \(z=w\) the state itself vanishes and both sides are zero.

## How the Lean statement reads

The grid is a finite type `ι`, and the operators lie in a complex algebra `A`. For electrons with spin, each label is a position together with a spin, so the repulsion of opposite spins at one position belongs to \(N\), not to \(S\). `IsCAR a b` contains the three anticommutation relations, which are assumed; it does not require \(b_x\) to be the adjoint of \(a_x\). The kernel `v` needs neither symmetry nor reality. `densityInteraction`, `normalOrdered` and `selfInteraction` are \(D\), \(N\) and \(S\).

States are also elements of `A`: `Ω` can be the vacuum projector \(|0\rangle\langle0|\), with operators acting by left multiplication. No normalisation is needed, because the state equations are linear. The kernel depends on two sites only, so general four-index integrals are not covered. Continuous space is not covered either, because the grid is finite.

## The file

```lean
import Mathlib

open Matrix

namespace NormalOrderedInteraction

noncomputable section

variable {ι A : Type*} [DecidableEq ι] [Ring A]

/-- Canonical anticommutation relations for annihilators `a x` and creators `b x`
on the sites `x` of a grid. -/
structure IsCAR (a b : ι → A) : Prop where
  aa : ∀ x y, a x * a y + a y * a x = 0
  bb : ∀ x y, b x * b y + b y * b x = 0
  ab : ∀ x y, a x * b y + b y * a x = if x = y then 1 else 0

/-- The number operator `n_x = b_x a_x` of site `x`. -/
def number (a b : ι → A) (x : ι) : A := b x * a x

variable {a b : ι → A}

/-- A product of two site densities is its normal-ordered form plus a contact term
that is present only when the sites coincide. -/
theorem number_mul_number (h : IsCAR a b) (x y : ι) :
    number a b x * number a b y =
      b x * b y * a y * a x + if x = y then number a b x else 0 := by
  have h1 : a x * b y = (if x = y then 1 else 0) - b y * a x :=
    eq_sub_of_add_eq (h.ab x y)
  have h2 : a x * a y = -(a y * a x) := eq_neg_of_add_eq_zero_left (h.aa x y)
  -- exchanging the two annihilators costs a sign
  have h3 : b x * (b y * a x) * a y = -(b x * b y * a y * a x) := by
    calc b x * (b y * a x) * a y = b x * b y * (a x * a y) := by simp only [mul_assoc]
      _ = -(b x * b y * a y * a x) := by rw [h2]; simp only [mul_neg, mul_assoc]
  calc number a b x * number a b y = b x * (a x * b y) * a y := by
        simp only [number, mul_assoc]
    _ = b x * (if x = y then 1 else 0) * a y + b x * b y * a y * a x := by
        rw [h1, mul_sub, sub_mul, h3, sub_neg_eq_add]
    _ = _ := by
        by_cases e : x = y
        · subst e
          simp [number, add_comm]
        · simp [e]

/-- Moving a creator through a number operator adds one creator when the sites coincide. -/
theorem number_mul_create (h : IsCAR a b) (x z : ι) :
    number a b x * b z = b z * number a b x + if x = z then b z else 0 := by
  have h1 : a x * b z = (if x = z then 1 else 0) - b z * a x :=
    eq_sub_of_add_eq (h.ab x z)
  have h2 : b x * b z = -(b z * b x) := eq_neg_of_add_eq_zero_left (h.bb x z)
  have h3 : b x * (b z * a x) = -(b z * (b x * a x)) := by
    rw [← mul_assoc, h2, neg_mul, mul_assoc]
  rw [number, mul_assoc, h1, mul_sub, h3, sub_neg_eq_add, add_comm]
  by_cases e : x = z
  · subst e
    simp
  · simp [e]

variable [Algebra ℂ A] [Fintype ι]

/-- The density-density interaction `∑ v(x,y) n_x n_y`. -/
def densityInteraction (v : ι → ι → ℂ) (a b : ι → A) : A :=
  ∑ x, ∑ y, v x y • (number a b x * number a b y)

/-- The normal-ordered interaction `∑ v(x,y) b_x b_y a_y a_x`. -/
def normalOrdered (v : ι → ι → ℂ) (a b : ι → A) : A :=
  ∑ x, ∑ y, v x y • (b x * b y * a y * a x)

/-- The self-interaction `∑ v(x,x) n_x`. -/
def selfInteraction (v : ι → ι → ℂ) (a b : ι → A) : A :=
  ∑ x, v x x • number a b x

/-- The density-density interaction equals the normal-ordered interaction plus the
self-interaction, for every complex kernel. -/
theorem density_eq_normalOrdered_add_self (h : IsCAR a b) (v : ι → ι → ℂ) :
    densityInteraction v a b = normalOrdered v a b + selfInteraction v a b := by
  unfold densityInteraction normalOrdered selfInteraction
  simp_rw [number_mul_number h, smul_add, Finset.sum_add_distrib]
  congr 1
  refine Finset.sum_congr rfl fun x _ => ?_
  simp [smul_ite]

/-- The sum `∑ f(z) b_z Ω` of creators applied to `Ω`, with amplitudes `f`. -/
def oneParticle (b : ι → A) (Ω : A) (f : ι → ℂ) : A := ∑ z, f z • (b z * Ω)

/-- Removing a particle at `x` from a one-particle state leaves the vacuum `Ω` times the
amplitude at `x`. -/
theorem annihilate_oneParticle (h : IsCAR a b) {Ω : A} (hΩ : ∀ x, a x * Ω = 0)
    (f : ι → ℂ) (x : ι) : a x * oneParticle b Ω f = f x • Ω := by
  have key : ∀ z, a x * (b z * Ω) = if x = z then Ω else 0 := by
    intro z
    rw [← mul_assoc, eq_sub_of_add_eq (h.ab x z), sub_mul, mul_assoc, hΩ, mul_zero, sub_zero]
    split_ifs <;> simp
  simp [oneParticle, Finset.mul_sum, key]

/-- On a one-particle state the normal-ordered interaction gives zero, while the
density-density interaction multiplies the amplitude at each site `x` by `v(x,x)`. -/
theorem interaction_oneParticle (h : IsCAR a b) (v : ι → ι → ℂ) {Ω : A}
    (hΩ : ∀ x, a x * Ω = 0) (f : ι → ℂ) :
    normalOrdered v a b * oneParticle b Ω f = 0 ∧
      densityInteraction v a b * oneParticle b Ω f =
        oneParticle b Ω (fun x => v x x * f x) := by
  have ha := annihilate_oneParticle h hΩ f
  -- the second annihilator meets the vacuum
  have h0 : normalOrdered v a b * oneParticle b Ω f = 0 := by
    simp [normalOrdered, Finset.sum_mul, mul_assoc, ha, hΩ]
  refine ⟨h0, ?_⟩
  rw [density_eq_normalOrdered_add_self h, add_mul, h0, zero_add, selfInteraction,
    Finset.sum_mul]
  conv_rhs => rw [oneParticle]
  refine Finset.sum_congr rfl fun x _ => ?_
  rw [smul_mul_assoc, number, mul_assoc, ha, mul_smul_comm, smul_smul]

/-- On a state `Φ` with definite occupations `c x`, the normal-ordered interaction acts as
the number `∑ v(x,y) c_x c_y - ∑ v(x,x) c_x`. -/
theorem normalOrdered_occupation (h : IsCAR a b) (v : ι → ι → ℂ) {Φ : A} {c : ι → ℂ}
    (hc : ∀ x, number a b x * Φ = c x • Φ) :
    normalOrdered v a b * Φ =
      ((∑ x, ∑ y, v x y * c x * c y) - ∑ x, v x x * c x) • Φ := by
  have hd : densityInteraction v a b * Φ = (∑ x, ∑ y, v x y * c x * c y) • Φ := by
    rw [densityInteraction, Finset.sum_mul, Finset.sum_smul]
    refine Finset.sum_congr rfl fun x _ => ?_
    rw [Finset.sum_mul, Finset.sum_smul]
    refine Finset.sum_congr rfl fun y _ => ?_
    rw [smul_mul_assoc, mul_assoc, hc y, mul_smul_comm, hc x, smul_smul, smul_smul]
    congr 1
    ring
  have hs : selfInteraction v a b * Φ = (∑ x, v x x * c x) • Φ := by
    rw [selfInteraction, Finset.sum_mul, Finset.sum_smul]
    refine Finset.sum_congr rfl fun x _ => ?_
    rw [smul_mul_assoc, hc x, smul_smul]
  rw [sub_smul, ← hd, ← hs, density_eq_normalOrdered_add_self h, add_mul, add_sub_cancel_right]

/-- On two particles created at `z` and `w`, the normal-ordered interaction acts as the
pair energy `v(z,w) + v(w,z)`. -/
theorem normalOrdered_twoParticle (h : IsCAR a b) (v : ι → ι → ℂ) {Ω : A}
    (hΩ : ∀ x, a x * Ω = 0) (z w : ι) :
    normalOrdered v a b * (b z * b w * Ω) = (v z w + v w z) • (b z * b w * Ω) := by
  -- each site counts how many of the two particles sit on it
  have hn : ∀ x, number a b x * (b z * b w * Ω) =
      ((if x = z then 1 else 0) + (if x = w then 1 else 0) : ℂ) • (b z * b w * Ω) := by
    intro x
    have h0 : number a b x * Ω = 0 := by rw [number, mul_assoc, hΩ, mul_zero]
    calc number a b x * (b z * b w * Ω) = (number a b x * b z) * b w * Ω := by
          simp only [mul_assoc]
      _ = b z * (number a b x * b w) * Ω + (if x = z then b z else 0) * b w * Ω := by
          rw [number_mul_create h x z]; simp only [add_mul, mul_assoc]
      _ = b z * b w * (number a b x * Ω) + b z * (if x = w then b w else 0) * Ω
            + (if x = z then b z else 0) * b w * Ω := by
          rw [number_mul_create h x w]; simp only [mul_add, add_mul, mul_assoc]
      _ = _ := by
          rw [h0]
          split_ifs <;> simp only [add_smul, one_smul, zero_smul, mul_zero, zero_mul,
            zero_add, add_zero, mul_assoc]
  rw [normalOrdered_occupation h v hn]
  congr 1
  simp [mul_add, Finset.sum_add_distrib]
  ring

/-- Reading an integer matrix as a complex matrix. -/
def toComplex : Matrix (Fin 4) (Fin 4) ℤ →+* Matrix (Fin 4) (Fin 4) ℂ :=
  (Int.castRingHom ℂ).mapMatrix

/-- Integer matrices of the annihilators of two fermionic modes. -/
def intA : Fin 2 → Matrix (Fin 4) (Fin 4) ℤ :=
  ![!![0, 1, 0, 0; 0, 0, 0, 0; 0, 0, 0, 1; 0, 0, 0, 0],
    !![0, 0, 1, 0; 0, 0, 0, -1; 0, 0, 0, 0; 0, 0, 0, 0]]

/-- Integer matrix of the projector on the first basis vector. -/
def intVacuum : Matrix (Fin 4) (Fin 4) ℤ :=
  !![1, 0, 0, 0; 0, 0, 0, 0; 0, 0, 0, 0; 0, 0, 0, 0]

/-- Annihilators of the two modes as complex matrices. -/
def modeA (x : Fin 2) : Matrix (Fin 4) (Fin 4) ℂ := toComplex (intA x)

/-- Creators of the two modes, the transposes of the real annihilator matrices. -/
def modeB (x : Fin 2) : Matrix (Fin 4) (Fin 4) ℂ := toComplex (intA x)ᵀ

/-- The projector on the first basis vector as a complex matrix. -/
def vacuum : Matrix (Fin 4) (Fin 4) ℂ := toComplex intVacuum

/-- The two-mode matrices obey the anticommutation relations, the annihilators give zero on
`vacuum`, and the two-particle state built on it is nonzero. -/
theorem isCAR_witness : IsCAR modeA modeB ∧ (∀ x, modeA x * vacuum = 0) ∧
    modeB 0 * modeB 1 * vacuum ≠ 0 := by
  -- the identities are decided over the integers and then carried over
  have eaa : ∀ x y, intA x * intA y + intA y * intA x = 0 := by decide +kernel
  have ebb : ∀ x y, (intA x)ᵀ * (intA y)ᵀ + (intA y)ᵀ * (intA x)ᵀ = 0 := by
    decide +kernel
  have eab : ∀ x y, intA x * (intA y)ᵀ + (intA y)ᵀ * intA x = if x = y then 1 else 0 := by
    decide +kernel
  have ev : ∀ x, intA x * intVacuum = 0 := by decide +kernel
  have e30 : ((intA 0)ᵀ * (intA 1)ᵀ * intVacuum) 3 0 = 1 := by decide +kernel
  refine ⟨⟨fun x y => ?_, fun x y => ?_, fun x y => ?_⟩, fun x => ?_, fun h => ?_⟩
  · simp only [modeA, ← map_mul, ← map_add, eaa, map_zero]
  · simp only [modeB, ← map_mul, ← map_add, ebb, map_zero]
  · simp only [modeA, modeB, ← map_mul, ← map_add, eab]
    split_ifs <;> simp only [map_one, map_zero]
  · simp only [modeA, vacuum, ← map_mul, ev, map_zero]
  · simp only [modeB, vacuum, ← map_mul] at h
    have h30 : ((((intA 0)ᵀ * (intA 1)ᵀ * intVacuum) 3 0 : ℤ) : ℂ) = 0 :=
      congrFun (congrFun h 3) 0
    rw [e30, Int.cast_one] at h30
    exact one_ne_zero h30

end

end NormalOrderedInteraction
```

```lean
#print axioms NormalOrderedInteraction.density_eq_normalOrdered_add_self
#print axioms NormalOrderedInteraction.interaction_oneParticle
#print axioms NormalOrderedInteraction.normalOrdered_twoParticle
```

```
'NormalOrderedInteraction.density_eq_normalOrdered_add_self' depends on axioms: [propext, Classical.choice, Quot.sound]
'NormalOrderedInteraction.interaction_oneParticle' depends on axioms: [propext, Classical.choice, Quot.sound]
'NormalOrderedInteraction.normalOrdered_twoParticle' depends on axioms: [propext, Classical.choice, Quot.sound]
```

## How the proof follows the calculation

`number_mul_number` is the reordering above: `h1` moves \(a_x\) past \(b_y\), `h2` and `h3` exchange the annihilators, and a case split on `x = y` settles the delta. `density_eq_normalOrdered_add_self` distributes the sums and lets the delta collapse the inner one.

`annihilate_oneParticle` proves \(a_x\psi=f(x)\Omega\), from which `interaction_oneParticle` obtains both one-particle equations. `normalOrdered_occupation` evaluates \(D\) and \(S\) on \(\Phi\) separately and subtracts. `normalOrdered_twoParticle` uses `number_mul_create` twice to find the occupations, then applies the occupation formula.

`isCAR_witness` gives a concrete model: \(4\times4\) matrices for two modes, with a vacuum projector and a nonzero two-particle state. The matrix identities are decided over the integers and carried to the complex numbers by the ring homomorphism `toComplex`.
